# The orthogonal projector onto redundant-coordinate displacements that satisfy linear constraints

One way to run a constrained geometry optimisation in redundant internal coordinates is to project the gradient and the Hessian before computing a step. The projector has to remove displacements that no motion of the atoms can produce, as well as those that change a frozen coordinate. The matrix derived here does both, to first order in the displacement.

## Correcting the projector for the constraints

Let \(P\) be the real symmetric idempotent \(n\times n\) matrix whose range holds the displacements of the \(n\) redundant coordinates that atomic motion can produce. Each row of the real \(m\times n\) matrix \(C\) is a linear constraint, so an allowed displacement \(v\) satisfies \(Cv=0\). Write

\[
A=CPC^T=U\,\mathrm{diag}(d)\,U^T,\qquad M=U\,\mathrm{diag}(d^+)\,U^T,
\]

with \(U\) orthogonal, \(d_i^+=1/d_i\) for \(d_i\ne0\), and \(d_i^+=0\) otherwise. The claim is that

\[
Q=P-PC^TMCP
\]

is the orthogonal projector onto \(\mathrm{range}\,P\cap\ker C\).

Since \(d_id_i^+d_i=d_i\), we have \(AMA=A\). Put \(X=CP\). Then \(XX^T=CP^2C^T=A\). The matrix \(Y=AMX-X\) satisfies \(YX^T=AMA-A=0\), and therefore

\[
YY^T=YX^TM^TA-YX^T=0.
\]

The diagonal entries of \(YY^T\) are sums of squares of the rows of \(Y\), so \(Y=0\) and \(AMX=X\). Hence

\[
CQ=X-AMX=0.
\]

Because \(P\) and \(M\) are symmetric, so is \(Q\). Also \(PQ=Q\), which gives

\[
Q^2=PQ-PC^TMC(PQ)=Q-PC^TM(CQ)=Q.
\]

Every \(Qw\) lies in \(\mathrm{range}\,P\), because \(PQw=Qw\), and in \(\ker C\), because \(CQw=0\). Conversely, if \(v\) lies in both spaces, then \(Pv=v\) and \(Cv=0\), so \(Qv=v-PC^TMCv=v\).

## The projector and its range in Lean

The finite types `n` and `m` label coordinates and constraints.

```lean
import Mathlib

open Matrix

namespace FrozenRedundantCoordinates

noncomputable section

variable {m n : Type*} [Fintype m] [DecidableEq m] [Fintype n]
```

`spectralInverse U d` is \(M\), usually called the pseudoinverse of \(A\). It tests for exact zeros, where a numerical program needs a threshold.

```lean
/-- For orthogonal `U`, the generalized inverse of `U diag(d) Uᵀ`: nonzero eigenvalues `d i` are
inverted and zero eigenvalues stay zero. -/
def spectralInverse (U : Matrix m m ℝ) (d : m → ℝ) : Matrix m m ℝ :=
  U * diagonal (fun i => if d i = 0 then 0 else (d i)⁻¹) * Uᵀ
```

`frozenProjector P C M` is \(Q\).

```lean
/-- The matrix `P - P Cᵀ M C P`. For a symmetric idempotent `P` and the spectral inverse `M` of
`C P Cᵀ`, it corrects the projector `P` for the constraints in the rows of `C`. -/
def frozenProjector (P : Matrix n n ℝ) (C : Matrix m n ℝ) (M : Matrix m m ℝ) :
    Matrix n n ℝ :=
  P - P * Cᵀ * M * C * P
```

The next theorem supplies `U` and `d` for any real symmetric matrix, and so for \(CPC^T\). It takes them from Mathlib's spectral theorem; over the reals, the conjugate transpose is the transpose.

```lean
/-- Every real symmetric matrix has a spectral decomposition with orthogonal `U`. -/
theorem exists_spectral_decomposition (A : Matrix m m ℝ) (hA : Aᵀ = A) :
    ∃ (U : Matrix m m ℝ) (d : m → ℝ), Uᵀ * U = 1 ∧ A = U * diagonal d * Uᵀ := by
  have h : A.IsHermitian := by
    rw [Matrix.IsHermitian, conjTranspose_eq_transpose_of_trivial, hA]
  refine ⟨h.eigenvectorUnitary, h.eigenvalues, ?_, ?_⟩
  · rw [← conjTranspose_eq_transpose_of_trivial, ← star_eq_conjTranspose]
    exact mem_unitaryGroup_iff'.mp h.eigenvectorUnitary.2
  · have hs := h.spectral_theorem
    rw [Unitary.conjStarAlgAut_apply] at hs
    rw [← conjTranspose_eq_transpose_of_trivial, ← star_eq_conjTranspose]
    exact hs
```

For \(AMA=A\), `sandwich` cancels the inner \(U^TU\), and a case split on `d i = 0` settles the diagonal.

```lean
/-- For orthogonal `U`, the spectral inverse `M` of `A = U diag(d) Uᵀ` satisfies
`A M A = A`. -/
theorem mul_spectralInverse_mul {U : Matrix m m ℝ} (hU : Uᵀ * U = 1) (d : m → ℝ) :
    (U * diagonal d * Uᵀ) * spectralInverse U d * (U * diagonal d * Uᵀ)
      = U * diagonal d * Uᵀ := by
  have sandwich : ∀ D E : Matrix m m ℝ,
      (U * D * Uᵀ) * (U * E * Uᵀ) = U * (D * E) * Uᵀ := by
    intro D E
    calc (U * D * Uᵀ) * (U * E * Uᵀ) = U * D * (Uᵀ * U) * E * Uᵀ := by
          simp only [Matrix.mul_assoc]
      _ = U * (D * E) * Uᵀ := by rw [hU, Matrix.mul_one, Matrix.mul_assoc U D E]
  have hd : diagonal d * diagonal (fun i => if d i = 0 then 0 else (d i)⁻¹) * diagonal d
      = diagonal d := by
    simp only [diagonal_mul_diagonal]
    congr 1
    funext i
    by_cases h : d i = 0 <;> simp [h]
  rw [spectralInverse, sandwich, sandwich, hd]
```

The step \(YY^T=0\Rightarrow Y=0\) comes next: `h1` is \(YX^T=0\), and `h2` is \(YY^T=0\).

```lean
omit [DecidableEq m] in
/-- If `M` satisfies `A M A = A` for the Gram matrix `A = X Xᵀ`, then `A M` leaves `X`
unchanged. -/
theorem gram_absorb (X : Matrix m n ℝ) (M : Matrix m m ℝ)
    (h : X * Xᵀ * M * (X * Xᵀ) = X * Xᵀ) : X * Xᵀ * M * X = X := by
  have h1 : (X * Xᵀ * M * X - X) * Xᵀ = 0 := by
    rw [Matrix.sub_mul, Matrix.mul_assoc _ X Xᵀ, h, sub_self]
  have ht : (X * Xᵀ * M * X - X)ᵀ = Xᵀ * (Mᵀ * (X * Xᵀ)) - Xᵀ := by
    simp only [transpose_sub, transpose_mul, transpose_transpose]
  -- the defect Y satisfies Y Yᵀ = 0, hence vanishes
  have h2 : (X * Xᵀ * M * X - X) * (X * Xᵀ * M * X - X)ᴴ = 0 := by
    rw [conjTranspose_eq_transpose_of_trivial, ht, Matrix.mul_sub, ← Matrix.mul_assoc,
      h1, Matrix.zero_mul, sub_self]
  exact sub_eq_zero.mp (self_mul_conjTranspose_eq_zero.mp h2)
```

Applied to \(X=CP\), this gives \(CQ=0\).

```lean
/-- For a symmetric idempotent `P` and the spectral inverse of `C P Cᵀ`, every displacement
produced by the corrected projector satisfies the constraints `C`. -/
theorem constraint_mul_frozenProjector {P : Matrix n n ℝ} {C : Matrix m n ℝ}
    {U : Matrix m m ℝ} {d : m → ℝ} (hPt : Pᵀ = P) (hP : P * P = P) (hU : Uᵀ * U = 1)
    (hA : C * P * Cᵀ = U * diagonal d * Uᵀ) :
    C * frozenProjector P C (spectralInverse U d) = 0 := by
  have hX : C * P * (C * P)ᵀ = C * P * Cᵀ := by
    rw [transpose_mul, hPt, ← Matrix.mul_assoc, Matrix.mul_assoc C P P, hP]
  have h := gram_absorb (C * P) (spectralInverse U d)
    (by rw [hX, hA]; exact mul_spectralInverse_mul hU d)
  rw [hX] at h
  rw [frozenProjector, Matrix.mul_sub, sub_eq_zero]
  simpa only [Matrix.mul_assoc] using h.symm
```

The main theorem assumes that `P` is symmetric (`hPt`) and idempotent (`hP`), that `U` is orthogonal (`hU`), and that `U` and `d` decompose \(CPC^T\) (`hA`). Its three conclusions are symmetry, idempotency and the range, with `⊓` for intersection. Orthogonality refers to the plain dot product of the coordinate values, whatever their units. In the proof, `hPQ` is \(PQ=Q\), and the two directions of the last part are the two inclusions above.

The theorem doesn't cover finite displacements of the atoms. A projected step \(v\) satisfies \(Cv=0\) exactly, whatever its length, but internal coordinates are curved functions of the atomic positions, so the atomic motion that carries out the step may still violate a constraint at higher order.

```lean
/-- For a symmetric idempotent `P`, any constraint matrix `C` and the spectral inverse `M` of
`C P Cᵀ`, the matrix `P - P Cᵀ M C P` is the orthogonal projector onto the intersection of
range `P` and ker `C`. -/
theorem frozenProjector_isProjector {P : Matrix n n ℝ} {C : Matrix m n ℝ}
    {U : Matrix m m ℝ} {d : m → ℝ} (hPt : Pᵀ = P) (hP : P * P = P) (hU : Uᵀ * U = 1)
    (hA : C * P * Cᵀ = U * diagonal d * Uᵀ) :
    (frozenProjector P C (spectralInverse U d))ᵀ = frozenProjector P C (spectralInverse U d) ∧
    frozenProjector P C (spectralInverse U d) * frozenProjector P C (spectralInverse U d)
      = frozenProjector P C (spectralInverse U d) ∧
    LinearMap.range (frozenProjector P C (spectralInverse U d)).mulVecLin
      = LinearMap.range P.mulVecLin ⊓ LinearMap.ker C.mulVecLin := by
  have hCQ := constraint_mul_frozenProjector hPt hP hU hA
  have hMt : (spectralInverse U d)ᵀ = spectralInverse U d := by
    simp only [spectralInverse, transpose_mul, transpose_transpose, diagonal_transpose,
      Matrix.mul_assoc]
  generalize spectralInverse U d = M at hCQ hMt ⊢
  have hPQ : P * frozenProjector P C M = frozenProjector P C M := by
    simp only [frozenProjector, Matrix.mul_sub, ← Matrix.mul_assoc, hP]
  have hmul : ∀ R : Matrix n n ℝ,
      frozenProjector P C M * R = P * R - P * Cᵀ * M * (C * (P * R)) := by
    intro R
    simp only [frozenProjector, Matrix.sub_mul, Matrix.mul_assoc]
  refine ⟨?_, ?_, ?_⟩
  · simp only [frozenProjector, transpose_sub, transpose_mul, transpose_transpose, hPt, hMt,
      Matrix.mul_assoc]
  · rw [hmul, hPQ, hCQ, Matrix.mul_zero, sub_zero]
  · ext v
    simp only [Submodule.mem_inf, LinearMap.mem_range, LinearMap.mem_ker, mulVecLin_apply]
    constructor
    · rintro ⟨w, rfl⟩
      exact ⟨⟨frozenProjector P C M *ᵥ w, by rw [mulVec_mulVec, hPQ]⟩,
        by rw [mulVec_mulVec, hCQ, zero_mulVec]⟩
    · rintro ⟨⟨w, hw⟩, hv⟩
      have hPv : P *ᵥ v = v := by rw [← hw, mulVec_mulVec, hP]
      -- an allowed displacement is left unchanged
      exact ⟨v, by simp only [frozenProjector, sub_mulVec, ← mulVec_mulVec, hPv, hv,
        mulVec_zero, sub_zero]⟩
```

For symmetric \(C\) the formula becomes \(P-PCMCP\). A projector onto frozen coordinates is such a \(C\), though idempotency of \(C\) isn't needed.

```lean
/-- For a symmetric constraint matrix `C`, such as the projector onto the frozen coordinates,
`P - P C M C P` is the orthogonal projector onto the intersection of range `P` and ker `C`.
Here `P` is symmetric and idempotent and `M` is the spectral inverse of `C P C`. -/
theorem symmetric_constraint_projector [DecidableEq n] {P C U : Matrix n n ℝ} {d : n → ℝ}
    (hPt : Pᵀ = P) (hP : P * P = P) (hC : Cᵀ = C) (hU : Uᵀ * U = 1)
    (hA : C * P * C = U * diagonal d * Uᵀ) :
    (P - P * C * spectralInverse U d * C * P)ᵀ = P - P * C * spectralInverse U d * C * P ∧
    (P - P * C * spectralInverse U d * C * P) * (P - P * C * spectralInverse U d * C * P)
      = P - P * C * spectralInverse U d * C * P ∧
    LinearMap.range (P - P * C * spectralInverse U d * C * P).mulVecLin
      = LinearMap.range P.mulVecLin ⊓ LinearMap.ker C.mulVecLin := by
  have h := frozenProjector_isProjector (C := C) hPt hP hU (by rw [hC]; exact hA)
  unfold frozenProjector at h
  rw [hC] at h
  exact h
```

## Counting the constraints that act

By cyclicity, \(\mathrm{tr}(PC^TMCP)=\mathrm{tr}(AM)=\sum_i d_id_i^+\), the number of nonzero \(d_i\). The trace of a projector is the dimension of its range, so redundant constraints aren't counted twice.

```lean
/-- For idempotent `P` and the spectral inverse of `C P Cᵀ`, the constraints lower the trace
of the projector by the number of nonzero eigenvalues of `C P Cᵀ`. -/
theorem trace_frozenProjector {P : Matrix n n ℝ} {C : Matrix m n ℝ}
    {U : Matrix m m ℝ} {d : m → ℝ} (hP : P * P = P) (hU : Uᵀ * U = 1)
    (hA : C * P * Cᵀ = U * diagonal d * Uᵀ) :
    (frozenProjector P C (spectralInverse U d)).trace
      = P.trace - ((Finset.univ.filter (fun i => d i ≠ 0)).card : ℝ) := by
  have h1 : (P * Cᵀ * spectralInverse U d * C * P).trace
      = (C * P * Cᵀ * spectralInverse U d).trace := by
    rw [Matrix.mul_assoc _ C P, trace_mul_comm]
    congr 1
    calc C * P * (P * Cᵀ * spectralInverse U d)
        = C * (P * P) * Cᵀ * spectralInverse U d := by simp only [Matrix.mul_assoc]
      _ = C * P * Cᵀ * spectralInverse U d := by rw [hP]
  -- cyclicity removes the eigenvectors and leaves a sum of ones
  have h2 : (U * diagonal d * Uᵀ * spectralInverse U d).trace
      = (diagonal d * diagonal (fun i => if d i = 0 then 0 else (d i)⁻¹)).trace := by
    calc (U * diagonal d * Uᵀ * spectralInverse U d).trace
        = (U * (diagonal d * (Uᵀ * U) *
            diagonal (fun i => if d i = 0 then 0 else (d i)⁻¹) * Uᵀ)).trace := by
          simp only [spectralInverse, Matrix.mul_assoc]
      _ = _ := by rw [hU, Matrix.mul_one, trace_mul_comm, Matrix.mul_assoc, hU,
            Matrix.mul_one]
  have h3 : ∀ i, d i * (if d i = 0 then 0 else (d i)⁻¹) = if d i ≠ 0 then (1 : ℝ) else 0 := by
    intro i
    by_cases h : d i = 0 <;> simp [h]
  rw [frozenProjector, trace_sub, h1, hA, h2, diagonal_mul_diagonal, trace_diagonal,
    Finset.sum_congr rfl (fun i _ => h3 i), Finset.sum_boole]
```

## The error of leaving out the inverse

When \(C\) is itself a projector, \(P-PCP\) looks like a plausible answer. It is idempotent exactly when \(PCPCP=PCP\). In that case \(Z=CP-PCP\) satisfies \(Z^TZ=PCP-PCPCP=0\), so \(CP=PCP\); transposing gives \(PC=PCP=CP\). Conversely, commuting projectors give \(PCPCP=PCP\).

```lean
/-- For symmetric idempotent `P` and `C`, the shortcut `P - P C P` without the generalized
inverse is idempotent exactly when `P` and `C` commute. -/
theorem shortcut_idempotent_iff [DecidableEq n] {P C : Matrix n n ℝ}
    (hPt : Pᵀ = P) (hP : P * P = P)
    (hCt : Cᵀ = C) (hC : C * C = C) :
    (P - P * C * P) * (P - P * C * P) = P - P * C * P ↔ P * C = C * P := by
  have e : (P - P * C * P) * (P - P * C * P)
      = P * P - (P * P) * C * P - P * C * (P * P) + P * C * (P * P) * C * P := by
    noncomm_ring
  rw [hP] at e
  constructor
  · intro h
    rw [h] at e
    have hT : P * C * P * C * P = P * C * P := by
      linear_combination (norm := noncomm_ring) -e
    have ht : (C * P - P * C * P)ᵀ = P * C - P * C * P := by
      simp only [transpose_sub, transpose_mul, hPt, hCt, Matrix.mul_assoc]
    have h0 : (C * P - P * C * P)ᴴ * (C * P - P * C * P) = 0 := by
      rw [conjTranspose_eq_transpose_of_trivial, ht]
      calc (P * C - P * C * P) * (C * P - P * C * P)
          = P * (C * C) * P - P * C * P * C * P - P * C * P * C * P
              + P * C * (P * P) * C * P := by noncomm_ring
        _ = 0 := by rw [hC, hP, hT]; abel
    have h1 : C * P = P * C * P := sub_eq_zero.mp (conjTranspose_mul_self_eq_zero.mp h0)
    have h2 : P * C = P * C * P := by
      have := congrArg transpose h1
      simpa only [transpose_mul, hPt, hCt, Matrix.mul_assoc] using this
    exact h2.trans h1.symm
  · intro h
    have h1 : P * C * P = C * P := by rw [h, Matrix.mul_assoc, hP]
    have h2 : P * C * P * C * P = P * C * P := by
      rw [h1, Matrix.mul_assoc C P C, h, ← Matrix.mul_assoc, hC, Matrix.mul_assoc, hP]
    rw [e, h2]
    abel
```

Three angles around a planar trivalent centre show the difference. Their displacements sum to zero to first order, and the first angle is frozen.

```lean
/-- Projector onto displacements of three angles whose sum vanishes. -/
def angleProjector : Matrix (Fin 3) (Fin 3) ℝ :=
  !![2/3, -1/3, -1/3; -1/3, 2/3, -1/3; -1/3, -1/3, 2/3]

/-- Projector onto the first of three angles. -/
def firstAngle : Matrix (Fin 3) (Fin 3) ℝ := !![1, 0, 0; 0, 0, 0; 0, 0, 0]
```

Here \(M\) has the single nonzero entry \(3/2\), and \(Q\) projects onto \((0,1,-1)/\sqrt2\). The shortcut would leave \(2/3-4/9=2/9\) in the first diagonal entry, so the frozen angle would move. The theorem checks the hypotheses on \(P\) and \(C\), the decomposition of \(CPC^T\) with \(U=1\), which is orthogonal, and the entries of \(Q\) by direct evaluation.

```lean
/-- For three angles with vanishing sum of displacements, the first one frozen, both `P` and `C` are
symmetric and idempotent, `C P Cᵀ` is diagonal with entries `2/3, 0, 0`, and the corrected projector
keeps only the antisymmetric change of the other two angles. -/
theorem frozenProjector_witness :
    angleProjectorᵀ = angleProjector ∧ angleProjector * angleProjector = angleProjector ∧
    firstAngleᵀ = firstAngle ∧ firstAngle * firstAngle = firstAngle ∧
    firstAngle * angleProjector * firstAngleᵀ
      = (1 : Matrix (Fin 3) (Fin 3) ℝ) * diagonal ![2/3, 0, 0] * 1ᵀ ∧
    frozenProjector angleProjector firstAngle (spectralInverse 1 ![2/3, 0, 0])
      = !![0, 0, 0; 0, 1/2, -1/2; 0, -1/2, 1/2] := by
  have hM : spectralInverse (1 : Matrix (Fin 3) (Fin 3) ℝ) ![2/3, 0, 0]
      = !![3/2, 0, 0; 0, 0, 0; 0, 0, 0] := by
    rw [spectralInverse, transpose_one, Matrix.mul_one, Matrix.one_mul]
    ext i j
    fin_cases i <;> fin_cases j <;> norm_num [diagonal_apply]
  have hC : firstAngleᵀ = firstAngle := by
    ext i j
    fin_cases i <;> fin_cases j <;> simp [firstAngle]
  refine ⟨?_, ?_, hC, ?_, ?_, ?_⟩
  · ext i j
    fin_cases i <;> fin_cases j <;> simp [angleProjector]
  · ext i j
    fin_cases i <;> fin_cases j <;>
      norm_num [angleProjector, Matrix.mul_apply, Fin.sum_univ_succ]
  · ext i j
    fin_cases i <;> fin_cases j <;>
      norm_num [firstAngle, Matrix.mul_apply, Fin.sum_univ_succ]
  · rw [hC, transpose_one, Matrix.mul_one, Matrix.one_mul]
    ext i j
    fin_cases i <;> fin_cases j <;>
      norm_num [firstAngle, angleProjector, Matrix.mul_apply, Fin.sum_univ_succ,
        diagonal_apply]
  · rw [hM, frozenProjector, hC]
    ext i j
    fin_cases i <;> fin_cases j <;>
      norm_num [firstAngle, angleProjector, Matrix.mul_apply, Fin.sum_univ_succ]

end

end FrozenRedundantCoordinates
```

```lean
#print axioms FrozenRedundantCoordinates.exists_spectral_decomposition
#print axioms FrozenRedundantCoordinates.symmetric_constraint_projector
#print axioms FrozenRedundantCoordinates.trace_frozenProjector
#print axioms FrozenRedundantCoordinates.shortcut_idempotent_iff
```

```
'FrozenRedundantCoordinates.exists_spectral_decomposition' depends on axioms: [propext, Classical.choice, Quot.sound]
'FrozenRedundantCoordinates.symmetric_constraint_projector' depends on axioms: [propext, Classical.choice, Quot.sound]
'FrozenRedundantCoordinates.trace_frozenProjector' depends on axioms: [propext, Classical.choice, Quot.sound]
'FrozenRedundantCoordinates.shortcut_idempotent_iff' depends on axioms: [propext, Classical.choice, Quot.sound]
```
